# Each $n$-dimensional linear boundary condition with zero net flux through $n$ endpoints comes from exactly one unitary matrix

## A particle meeting a point defect

A particle moves on a line and is free everywhere except at the origin, where something of negligible size sits. On each side the wave function $\psi$ solves the free Schrödinger equation, and the defect enters only through a rule that links the four numbers $\psi(0^+)$, $\psi(0^-)$, $\psi'(0^+)$, $\psi'(0^-)$. A delta potential gives one such rule, an impenetrable wall another. Each consists of two independent homogeneous linear equations. Which rules of this kind neither create nor destroy probability?

The probability current is proportional to $\operatorname{Im}(\psi^*\psi')$, so it must have the same value on both sides. Collect the data as

$$a=(\psi(0^+),\psi(0^-)),\qquad b=(\psi'(0^+),-\psi'(0^-)),$$

where both derivatives now point away from the origin. With $\langle a,b\rangle=\sum_j a_j^*b_j$, continuity of the current reads $\operatorname{Im}\langle a,b\rangle=0$. The same condition describes $n$ half-lines that meet at a vertex, with $a,b\in\mathbb C^n$. Up to a constant factor, $\operatorname{Im}\langle a,b\rangle$ is the net flux of probability out of the defect or vertex. This sum is what "flux" means below; when it is zero, current can still pass from one side to another. Derivatives are measured in units of an inverse length that is set to 1, so that $a$ and $b$ can be added; the matrix $U$ below depends on that choice of length.

## The correspondence with unitary matrices

A linear boundary condition is a complex subspace $V$ of $\mathbb C^n\times\mathbb C^n$, the set of allowed pairs $(a,b)$. For an $n\times n$ matrix $U$ let

$$S_U=\{(a,b): (U-1)a+i(U+1)b=0\}.$$

The theorem says that $V$ has dimension $n$ and satisfies $\operatorname{Im}\langle a,b\rangle=0$ throughout if and only if $V=S_U$ for exactly one unitary $U$. For $n=2$ this is the $U(2)$ family of point interactions.

The result bears on one-particle models with zero-range interactions at finitely many points of a line, or with finitely many wires joined at a vertex: there, a unitary matrix labels each such boundary condition without repetition.

## Derivation from two amplitudes

**The condition as a map.** Expanding and regrouping gives

$$(U-1)a+i(U+1)b=U(a+ib)-(a-ib),$$

so $(a,b)\in S_U$ exactly when $U(a+ib)=a-ib$. For waves of wave number 1, $a+ib$ is twice the amplitude travelling towards the vertex and $a-ib$ twice the amplitude travelling away.

**Flux balance.** Since $\langle a,b\rangle-\langle b,a\rangle=2i\operatorname{Im}\langle a,b\rangle$,

$$\|a\pm ib\|^2=\|a\|^2+\|b\|^2\pm i(\langle a,b\rangle-\langle b,a\rangle)=\|a\|^2+\|b\|^2\mp2\operatorname{Im}\langle a,b\rangle .$$

Hence $\|a+ib\|^2-\|a-ib\|^2=-4\operatorname{Im}\langle a,b\rangle$.

**Free choice of amplitudes.** Given any $x,y\in\mathbb C^n$, the pair $a=\tfrac12(x+y)$, $b=\tfrac i2(y-x)$ has $a+ib=x$ and $a-ib=y$.

**From $U$ to $V$.** Let $U$ be unitary. On $S_U$ the two amplitudes have equal norm, so the flux vanishes. The map $(a,b)\mapsto a+ib$ from $S_U$ to $\mathbb C^n$ is onto, because $x$ and $y=Ux$ may be prescribed. It is injective, because $a+ib=0$ forces $a-ib=0$, and then $a=b=0$. So $\dim S_U=n$.

**From $V$ to $U$.** Let $V$ have dimension $n$ and zero flux. If $a+ib=0$ on $V$, flux balance gives $a-ib=0$, so again $a=b=0$. The map $(a,b)\mapsto a+ib$ is therefore injective on $V$, and by dimension bijective onto $\mathbb C^n$. Define $U$ by sending $a+ib$ to $a-ib$. It is linear and preserves norms.

To see that it is unitary, put $D(x,y)=\langle Ux,Uy\rangle-\langle x,y\rangle$, which vanishes for $x=y$. Expanding $D(x+y,x+y)=0$ gives $D(x,y)+D(y,x)=0$, and expanding $D(x+iy,x+iy)=0$ gives $D(x,y)-D(y,x)=0$. So $D=0$, that is, $\langle x,(U^\dagger U-1)y\rangle=0$ for all $x,y$. Choosing $x=(U^\dagger U-1)y$ yields $U^\dagger U=1$. By construction $V\subseteq S_U$, and both have dimension $n$, so they are equal.

**Uniqueness.** Suppose $S_U=S_W$. For any $x$, the pair with amplitudes $x$ and $Ux$ lies in $S_U$, hence in $S_W$, so $Wx=Ux$.

## Two subspaces that no unitary matrix describes

Both hypotheses on $V$ matter already for $n=1$. Without the dimension condition, take $V=\{(0,0)\}$, which demands $\psi=\psi'=0$ at the endpoint. The flux is zero, but every $S_U$ with $U$ unitary has dimension 1.

Without the flux condition, take the line spanned by $(1,i)$, that is, $\psi'=i\psi$. Here $\operatorname{Im}\langle a,b\rangle=1$ at the spanning vector, and the endpoint acts as a source. The amplitudes are $a+ib=0$ and $a-ib=2$, and no matrix maps $0$ to $2$.

## The statement in Lean

The index type `n` is any finite type, whose number of elements `Fintype.card n` is the number $n$ used above, and `BoundaryValues n` is the type of pairs $(a,b)$, with `p.1` for $a$ and `p.2` for $b$. The expression `star p.1 ⬝ᵥ p.2` is $\langle a,b\rangle$, conjugated in the first entry. The space $S_U$ is `boundarySpace U`, defined as a kernel for any square matrix; unitarity enters through the type `unitaryGroup n ℂ`.

In `flux_free_iff_existsUnique_unitary`, the left side joins `Module.finrank ℂ V = Fintype.card n` to the vanishing of the imaginary part for every `p ∈ V`. The right side uses `∃!`, exactly one.

The theorem `point_interactions_U2` specialises to `Fin 2`, with index 0 for the right side of the origin and index 1 for the left. Its left side asks for dimension 2 and continuity of the current: `-p.2 1` restores $\psi'(0^-)$ from the outward derivative. Finally, `dirichlet_and_neumann` identifies $U=-1$ with $a=0$ and $U=1$ with $b=0$.

All of this is linear algebra of boundary values. The file contains no Hamiltonian, domain or differential equation, so the step from these subspaces to self-adjoint operators on the half-lines belongs to analysis that it does not carry out. Nor does it compute the matrix of a delta potential.

An equivalent formulation would require $V$ to equal its own complement under the Green form $\langle a,b'\rangle-\langle b,a'\rangle$. That is closer to the definition of a self-adjoint operator, and the dimension $n$ would then be a consequence of the form's nondegeneracy and no longer a hypothesis. The version used here asks for two conditions that can be checked directly on a given $V$.

## The complete file

```lean
import Mathlib

open Matrix Complex
open scoped ComplexOrder

namespace FluxFreeBoundaryConditions

noncomputable section

variable {n : Type*} [Fintype n] [DecidableEq n]

/-- Pairs `(a, b)` of boundary values: `a` for the wave function, `b` for its derivative. -/
abbrev BoundaryValues (n : Type*) := (n → ℂ) × (n → ℂ)

/-- The amplitude `a + i b`. -/
def incoming {n : Type*} : BoundaryValues n →ₗ[ℂ] (n → ℂ) :=
  LinearMap.fst ℂ _ _ + I • LinearMap.snd ℂ _ _

/-- The amplitude `a - i b`. -/
def outgoing {n : Type*} : BoundaryValues n →ₗ[ℂ] (n → ℂ) :=
  LinearMap.fst ℂ _ _ - I • LinearMap.snd ℂ _ _

/-- The boundary values obeying `(U - 1) a + i (U + 1) b = 0`. -/
def boundarySpace (U : Matrix n n ℂ) : Submodule ℂ (BoundaryValues n) :=
  LinearMap.ker ((U - 1).mulVecLin ∘ₗ LinearMap.fst ℂ _ _
    + I • ((U + 1).mulVecLin ∘ₗ LinearMap.snd ℂ _ _))

/-- The boundary condition says that `U` maps `a + i b` to `a - i b`. -/
theorem mem_boundarySpace_iff (U : Matrix n n ℂ) (p : BoundaryValues n) :
    p ∈ boundarySpace U ↔ U *ᵥ incoming p = outgoing p := by
  rw [boundarySpace, LinearMap.mem_ker]
  change (U - 1) *ᵥ p.1 + I • ((U + 1) *ᵥ p.2) = 0 ↔
    U *ᵥ (p.1 + I • p.2) = p.1 - I • p.2
  have h : (U - 1) *ᵥ p.1 + I • ((U + 1) *ᵥ p.2) =
      U *ᵥ (p.1 + I • p.2) - (p.1 - I • p.2) := by
    simp only [Matrix.sub_mulVec, Matrix.add_mulVec, Matrix.one_mulVec, Matrix.mulVec_add,
      Matrix.mulVec_smul]
    module
  rw [h, sub_eq_zero]

omit [Fintype n] [DecidableEq n] in
/-- Any two vectors are the amplitudes `a + i b` and `a - i b` of some boundary values. -/
theorem exists_amplitudes (x y : n → ℂ) :
    ∃ p : BoundaryValues n, incoming p = x ∧ outgoing p = y := by
  have h : I • ((I / 2) • (y - x)) = (-1 / 2 : ℂ) • (y - x) := by
    rw [smul_smul]
    congr 1
    linear_combination (1 / 2 : ℂ) * I_sq
  refine ⟨((1 / 2 : ℂ) • (x + y), (I / 2) • (y - x)), ?_, ?_⟩
  · change (1 / 2 : ℂ) • (x + y) + I • ((I / 2) • (y - x)) = x
    rw [h]
    module
  · change (1 / 2 : ℂ) • (x + y) - I • ((I / 2) • (y - x)) = y
    rw [h]
    module

omit [DecidableEq n] in
/-- The squared norms of `a + i b` and `a - i b` differ by `-4 Im⟨a, b⟩`. -/
theorem flux_balance (p : BoundaryValues n) :
    star (incoming p) ⬝ᵥ incoming p - star (outgoing p) ⬝ᵥ outgoing p
      = -4 * ((star p.1 ⬝ᵥ p.2).im : ℂ) := by
  have h : star p.2 ⬝ᵥ p.1 = star (star p.1 ⬝ᵥ p.2) := by apply Matrix.star_dotProduct
  have hz : star p.1 ⬝ᵥ p.2 - star p.2 ⬝ᵥ p.1 = 2 * ((star p.1 ⬝ᵥ p.2).im : ℂ) * I := by
    rw [h, Complex.star_def, Complex.sub_conj, ofReal_mul, ofReal_ofNat]
  change star (p.1 + I • p.2) ⬝ᵥ (p.1 + I • p.2) - star (p.1 - I • p.2) ⬝ᵥ (p.1 - I • p.2) = _
  simp only [star_add, star_sub, star_smul, add_dotProduct, sub_dotProduct, dotProduct_add,
    dotProduct_sub, smul_dotProduct, dotProduct_smul, smul_eq_mul, Complex.star_def, conj_I]
  linear_combination 2 * I * hz + 4 * ((star p.1 ⬝ᵥ p.2).im : ℂ) * I_sq

/-- A matrix is unitary iff it preserves the norm of every vector. -/
theorem unitary_iff_norm_preserving (A : Matrix n n ℂ) :
    A ∈ unitaryGroup n ℂ ↔ ∀ x, star (A *ᵥ x) ⬝ᵥ (A *ᵥ x) = star x ⬝ᵥ x := by
  constructor
  · intro hA x
    have h : Aᴴ * A = 1 := mem_unitaryGroup_iff'.mp hA
    rw [Matrix.star_mulVec, ← Matrix.dotProduct_mulVec, Matrix.mulVec_mulVec, h,
      Matrix.one_mulVec]
  intro h
  -- polarization: test the norm on x + y and x + i y
  have pol : ∀ x y, star (A *ᵥ x) ⬝ᵥ (A *ᵥ y) = star x ⬝ᵥ y := by
    intro x y
    have h1 := h (x + y)
    have h2 := h (x + I • y)
    simp only [Matrix.mulVec_add, Matrix.mulVec_smul, star_add, star_smul, add_dotProduct,
      dotProduct_add, smul_dotProduct, dotProduct_smul, smul_eq_mul, Complex.star_def,
      conj_I] at h1 h2
    have hI : (2 * I : ℂ) ≠ 0 := by simp
    apply mul_left_cancel₀ hI
    linear_combination I * (h1 - h x - h y) + (h2 - h x + I ^ 2 * h y)
  rw [mem_unitaryGroup_iff']
  apply Matrix.toLin'.injective
  refine LinearMap.ext fun y => ?_
  have key : ∀ x, star x ⬝ᵥ ((Aᴴ * A) *ᵥ y - y) = 0 := fun x => by
    rw [dotProduct_sub, ← Matrix.mulVec_mulVec, Matrix.dotProduct_mulVec,
      ← Matrix.star_mulVec, pol, sub_self]
  rw [Matrix.toLin'_apply, Matrix.toLin'_one, LinearMap.id_apply]
  exact sub_eq_zero.mp (dotProduct_star_self_eq_zero.mp (key _))

omit [DecidableEq n] in
/-- On a subspace with `Im⟨a, b⟩ = 0` throughout, `a + i b` determines `a` and `b`. -/
theorem incoming_injective {V : Submodule ℂ (BoundaryValues n)}
    (hV : ∀ p ∈ V, (star p.1 ⬝ᵥ p.2).im = 0) :
    Function.Injective (incoming.domRestrict V) := by
  rw [← LinearMap.ker_eq_bot, LinearMap.ker_eq_bot']
  rintro ⟨p, hp⟩ h
  have hx : incoming p = 0 := h
  have hy : outgoing p = 0 := by
    have hb := flux_balance p
    rw [hx, hV p hp] at hb
    exact dotProduct_star_self_eq_zero.mp (by simpa using hb)
  have hx' : p.1 + I • p.2 = 0 := hx
  have hy' : p.1 - I • p.2 = 0 := hy
  have h1 : p.1 = 0 := by
    linear_combination (norm := module) (1 / 2 : ℂ) • hx' + (1 / 2 : ℂ) • hy'
  have h2 : p.2 = 0 := by simpa [h1] using hx'
  exact Subtype.ext (Prod.ext h1 h2)

/-- For unitary `U` the solution space has dimension `n` and `Im⟨a, b⟩ = 0` on it. -/
theorem boundarySpace_flux_free {U : Matrix n n ℂ} (hU : U ∈ unitaryGroup n ℂ) :
    Module.finrank ℂ (boundarySpace U) = Fintype.card n ∧
      ∀ p ∈ boundarySpace U, (star p.1 ⬝ᵥ p.2).im = 0 := by
  have flux : ∀ p ∈ boundarySpace U, (star p.1 ⬝ᵥ p.2).im = 0 := by
    intro p hp
    rw [mem_boundarySpace_iff] at hp
    have h := flux_balance p
    rw [← hp, (unitary_iff_norm_preserving U).1 hU, sub_self] at h
    simpa using h.symm
  refine ⟨?_, flux⟩
  have surj : Function.Surjective (incoming.domRestrict (boundarySpace U)) := by
    intro x
    obtain ⟨p, hi, ho⟩ := exists_amplitudes x (U *ᵥ x)
    exact ⟨⟨p, by rw [mem_boundarySpace_iff, hi, ho]⟩, hi⟩
  rw [(LinearEquiv.ofBijective _ ⟨incoming_injective flux, surj⟩).finrank_eq,
    Module.finrank_fintype_fun_eq_card]

/-- A subspace of boundary values has dimension `n` and satisfies `Im⟨a, b⟩ = 0` throughout
iff it is the solution space of `(U - 1) a + i (U + 1) b = 0` for exactly one unitary `U`. -/
theorem flux_free_iff_existsUnique_unitary (V : Submodule ℂ (BoundaryValues n)) :
    (Module.finrank ℂ V = Fintype.card n ∧ ∀ p ∈ V, (star p.1 ⬝ᵥ p.2).im = 0) ↔
      ∃! U : unitaryGroup n ℂ, V = boundarySpace (U : Matrix n n ℂ) := by
  constructor
  · rintro ⟨hdim, hV⟩
    have inj := incoming_injective hV
    have surj : Function.Surjective (incoming.domRestrict V) :=
      (LinearMap.injective_iff_surjective_of_finrank_eq_finrank
        (by rw [hdim, Module.finrank_fintype_fun_eq_card])).mp inj
    let e := LinearEquiv.ofBijective (incoming.domRestrict V) ⟨inj, surj⟩
    -- U sends a + i b to a - i b
    let U := LinearMap.toMatrix' ((outgoing.domRestrict V).comp e.symm.toLinearMap)
    have hmap : ∀ p ∈ V, U *ᵥ incoming p = outgoing p := by
      intro p hp
      have he : e.symm (incoming p) = ⟨p, hp⟩ := e.symm_apply_apply ⟨p, hp⟩
      rw [← Matrix.toLin'_apply, Matrix.toLin'_toMatrix']
      change outgoing (e.symm (incoming p) : BoundaryValues n) = outgoing p
      rw [he]
    have hU : U ∈ unitaryGroup n ℂ := by
      rw [unitary_iff_norm_preserving]
      intro x
      obtain ⟨⟨p, hp⟩, hpx⟩ := surj x
      have hx : incoming p = x := hpx
      have hb := flux_balance p
      rw [hV p hp] at hb
      rw [← hx, hmap p hp]
      push_cast at hb
      linear_combination -hb
    have hVU : V = boundarySpace U := Submodule.eq_of_le_of_finrank_eq
      (fun p hp => (mem_boundarySpace_iff U p).2 (hmap p hp))
      (by rw [hdim, (boundarySpace_flux_free hU).1])
    refine ⟨⟨U, hU⟩, hVU, fun W hW => Subtype.ext ?_⟩
    -- uniqueness: every vector occurs as a + i b
    have hW' : V = boundarySpace (W : Matrix n n ℂ) := hW
    apply Matrix.toLin'.injective
    refine LinearMap.ext fun x => ?_
    obtain ⟨p, hi, ho⟩ := exists_amplitudes x (U *ᵥ x)
    have hp : p ∈ V := by rw [hVU, mem_boundarySpace_iff, hi, ho]
    rw [hW', mem_boundarySpace_iff, hi, ho] at hp
    rw [Matrix.toLin'_apply, Matrix.toLin'_apply]
    exact hp
  · rintro ⟨U, hVU, -⟩
    have h : V = boundarySpace (U : Matrix n n ℂ) := hVU
    rw [h]
    exact boundarySpace_flux_free U.2

/-- Point interactions on the line, with `a = (ψ(0+), ψ(0-))` and `b = (ψ'(0+), -ψ'(0-))`:
the two-dimensional boundary conditions with continuous `Im(ψ* ψ')` are those given by exactly
one element of `U(2)`. -/
theorem point_interactions_U2 (V : Submodule ℂ (BoundaryValues (Fin 2))) :
    (Module.finrank ℂ V = 2 ∧
      ∀ p ∈ V, (star (p.1 0) * p.2 0).im = (star (p.1 1) * (-p.2 1)).im) ↔
      ∃! U : unitaryGroup (Fin 2) ℂ, V = boundarySpace (U : Matrix (Fin 2) (Fin 2) ℂ) := by
  have h : ∀ p : BoundaryValues (Fin 2),
      (star (p.1 0) * p.2 0).im = (star (p.1 1) * (-p.2 1)).im ↔
        (star p.1 ⬝ᵥ p.2).im = 0 := by
    intro p
    simp only [dotProduct, Fin.sum_univ_two, Pi.star_apply, Complex.add_im, mul_neg,
      Complex.neg_im]
    constructor <;> intro h <;> linarith
  refine Iff.trans ?_ (flux_free_iff_existsUnique_unitary V)
  simp only [h, Fintype.card_fin]

/-- `U = -1` is the Dirichlet condition `a = 0`, and `U = 1` the Neumann condition `b = 0`. -/
theorem dirichlet_and_neumann (p : BoundaryValues n) :
    (p ∈ boundarySpace (-1 : Matrix n n ℂ) ↔ p.1 = 0) ∧
      (p ∈ boundarySpace (1 : Matrix n n ℂ) ↔ p.2 = 0) := by
  rw [mem_boundarySpace_iff, mem_boundarySpace_iff, Matrix.neg_mulVec, Matrix.one_mulVec]
  change (-(p.1 + I • p.2) = p.1 - I • p.2 ↔ _) ∧ (p.1 + I • p.2 = p.1 - I • p.2 ↔ _)
  refine ⟨⟨fun h => ?_, fun h => ?_⟩, ⟨fun h => ?_, fun h => ?_⟩⟩
  · linear_combination (norm := module) (-1 / 2 : ℂ) • h
  · linear_combination (norm := module) (-2 : ℂ) • h
  · have hb : I • p.2 = 0 := by linear_combination (norm := module) (1 / 2 : ℂ) • h
    exact (smul_eq_zero.mp hb).resolve_left I_ne_zero
  · rw [h, smul_zero, add_zero, sub_zero]

end

end FluxFreeBoundaryConditions
```

```lean
#print axioms FluxFreeBoundaryConditions.flux_free_iff_existsUnique_unitary
-- 'FluxFreeBoundaryConditions.flux_free_iff_existsUnique_unitary' depends on axioms: [propext, Classical.choice, Quot.sound]
#print axioms FluxFreeBoundaryConditions.point_interactions_U2
-- 'FluxFreeBoundaryConditions.point_interactions_U2' depends on axioms: [propext, Classical.choice, Quot.sound]
#print axioms FluxFreeBoundaryConditions.dirichlet_and_neumann
-- 'FluxFreeBoundaryConditions.dirichlet_and_neumann' depends on axioms: [propext, Classical.choice, Quot.sound]
```

## How the proof follows the derivation

The maps `incoming` and `outgoing` are $a+ib$ and $a-ib$. In `mem_boundarySpace_iff`, the regrouping identity is the local statement `h`, closed by `module` after the matrix products have been expanded. `exists_amplitudes` supplies the explicit $a$ and $b$ for prescribed $x$ and $y$.

`flux_balance` first proves $\langle a,b\rangle-\langle b,a\rangle=2i\operatorname{Im}\langle a,b\rangle$ as `hz`. It then expands both squared norms and lets `linear_combination` combine `hz` with $i^2=-1$.

In `unitary_iff_norm_preserving`, the local statement `pol` is the polarization argument, with `h1` and `h2` as the tests on $x+y$ and $x+iy$. The last line applies `key` to the vector $(A^\dagger A-1)y$ itself, as in the choice of $x$ above.

`incoming_injective` shows that $a+ib=0$ forces $a=b=0$ on a zero-flux subspace. It serves both directions: `boundarySpace_flux_free` combines it with surjectivity to obtain the dimension of $S_U$, and the main theorem applies it to $V$.

There, equality of dimensions turns injectivity into surjectivity, and `e` is the resulting equivalence between $V$ and $\mathbb C^n$. The matrix `U` represents the inverse of `e` followed by `outgoing`. The statement `hmap` records that it sends $a+ib$ to $a-ib$, `hU` derives unitarity from flux balance, and `hVU` upgrades the inclusion $V\subseteq S_U$ to equality by `Submodule.eq_of_le_of_finrank_eq`. Uniqueness tests a competitor `W` on the pair with amplitudes $x$ and $Ux$. The converse needs only the existence of $U$ and is `boundarySpace_flux_free` again.

For two endpoints, `point_interactions_U2` writes out the sum over `Fin 2` to show that continuity of the current is the zero-flux condition, and then applies the general theorem.
